# The lowest generalized eigenvalue of a real symmetric matrix with a positive diagonal metric is a lower bound on its Rayleigh quotient

For a real symmetric matrix A and a diagonal metric D with strictly positive entries, on a finite nonempty index set, `exists_lowest_mode` states that there are a real ν and a nonzero vector v with Av = νDv, and that ν(xᵀDx) ≤ xᵀAx for every real vector x. In physical terms, v is a lowest mode of the generalized eigenvalue problem: no nonzero x, normalised or not, has a Rayleigh quotient xᵀAx / xᵀDx below ν. The proof takes v to be a minimiser of this quotient on the unit sphere of the sup norm, which is compact, and carries the bound to all vectors by scaling. It then shows that A − νD is positive semidefinite and that its quadratic form vanishes at v, so (A − νD)v = 0, which is the eigenvalue equation.

The failing Lean file:

```lean
import Mathlib

open Matrix Filter Topology

namespace RoothaanLevelShift

noncomputable section

variable {n : Type*} [Fintype n] [DecidableEq n]

/-- A diagonal quadratic form with positive weights is positive on nonzero vectors. -/
theorem weight_pos {d : n → ℝ} (hd : ∀ i, 0 < d i) {x : n → ℝ} (hx : x ≠ 0) :
    0 < x ⬝ᵥ diagonal d *ᵥ x := by
  obtain ⟨i, hi⟩ := Function.ne_iff.mp hx
  simp only [dotProduct, mulVec_diagonal]
  refine Finset.sum_pos' (fun j _ => ?_) ⟨i, Finset.mem_univ i, ?_⟩
  · nlinarith [mul_nonneg (hd j).le (mul_self_nonneg (x j))]
  · nlinarith [mul_pos (hd i) (mul_self_pos.mpr hi)]

/-- A symmetric matrix with a positive diagonal metric has a generalized eigenvector whose
eigenvalue bounds the generalized Rayleigh quotient from below. -/
theorem exists_lowest_mode [Nonempty n] {A : Matrix n n ℝ} (hA : A.IsSymm) {d : n → ℝ}
    (hd : ∀ i, 0 < d i) : ∃ (ν : ℝ) (v : n → ℝ), v ≠ 0 ∧ A *ᵥ v = ν • (diagonal d *ᵥ v) ∧
      ∀ x : n → ℝ, ν * (x ⬝ᵥ diagonal d *ᵥ x) ≤ x ⬝ᵥ A *ᵥ x := by
  have hq : ∀ B : Matrix n n ℝ, Continuous fun x : n → ℝ => x ⬝ᵥ B *ᵥ x := fun B => by
    simp only [dotProduct, Matrix.mulVec]
    fun_prop
  have hs : ∀ x ∈ Metric.sphere (0 : n → ℝ) 1, x ≠ 0 := by
    intro x hx h
    rw [mem_sphere_zero_iff_norm, h, norm_zero] at hx
    exact zero_ne_one hx
  have hne : (Metric.sphere (0 : n → ℝ) 1).Nonempty :=
    ⟨fun _ => 1, by rw [mem_sphere_zero_iff_norm, pi_norm_const, norm_one]⟩
  -- the Rayleigh quotient attains its minimum on the unit sphere
  obtain ⟨v, hv, hmin⟩ := (isCompact_sphere (0 : n → ℝ) 1).exists_isMinOn hne
    (ContinuousOn.div (hq A).continuousOn (hq (diagonal d)).continuousOn
      fun x hx => (weight_pos hd (hs x hx)).ne')
  obtain ⟨ν, hν⟩ : ∃ ν, ν = (v ⬝ᵥ A *ᵥ v) / (v ⬝ᵥ diagonal d *ᵥ v) := ⟨_, rfl⟩
  have hbound : ∀ x : n → ℝ, ν * (x ⬝ᵥ diagonal d *ᵥ x) ≤ x ⬝ᵥ A *ᵥ x := by
    intro x
    by_cases hx : x = 0
    · simp [hx]
    have hc : 0 < ‖x‖⁻¹ := inv_pos.mpr (norm_pos_iff.mpr hx)
    have hy : ‖x‖⁻¹ • x ∈ Metric.sphere (0 : n → ℝ) 1 := by
      rw [mem_sphere_zero_iff_norm, norm_smul, norm_inv, norm_norm]
      exact inv_mul_cancel₀ (norm_ne_zero_iff.mpr hx)
    have h := isMinOn_iff.mp hmin _ hy
    rw [← hν, le_div_iff₀ (weight_pos hd (hs _ hy))] at h
    simp only [Matrix.mulVec_smul, dotProduct_smul, smul_dotProduct, smul_eq_mul] at h
    exact le_of_mul_le_mul_left (by linarith) (mul_pos hc hc)
  -- the minimizer is a null vector of the positive semidefinite matrix `A - ν D`
  have hform : ∀ x : n → ℝ, x ⬝ᵥ (A - ν • diagonal d) *ᵥ x =
      x ⬝ᵥ A *ᵥ x - ν * (x ⬝ᵥ diagonal d *ᵥ x) := fun x => by
    rw [Matrix.sub_mulVec, Matrix.smul_mulVec, dotProduct_sub, dotProduct_smul, smul_eq_mul]
  have hherm : (A - ν • diagonal d).IsHermitian := by
    rw [Matrix.IsHermitian, conjTranspose_eq_transpose_of_trivial, transpose_sub,
      transpose_smul, diagonal_transpose, hA.eq]
  have hpsd : (A - ν • diagonal d).PosSemidef :=
    PosSemidef.of_dotProduct_mulVec_nonneg hherm fun x => by
      rw [star_trivial, hform]
      linarith [hbound x]
  have hz := (hpsd.dotProduct_mulVec_zero_iff v).1 (by
    rw [star_trivial, hform, hν, div_mul_cancel₀ _ (weight_pos hd (hs v hv)).ne', sub_self])
  rw [Matrix.sub_mulVec, Matrix.smul_mulVec] at hz
  exact ⟨ν, v, hs v hv, sub_eq_zero.mp hz, hbound⟩

end

end RoothaanLevelShift
```

Messages:

```
Main.lean:48:8: error: Tactic `rewrite` failed: Did not find an occurrence of the pattern
  v ⬝ᵥ A *ᵥ v / v ⬝ᵥ diagonal d *ᵥ v
in the target expression
  ((fun x => x ⬝ᵥ A *ᵥ x) / fun x => x ⬝ᵥ diagonal d *ᵥ x) v ≤
    ((fun x => x ⬝ᵥ A *ᵥ x) / fun x => x ⬝ᵥ diagonal d *ᵥ x) (‖x‖⁻¹ • x)

case neg
n : Type u_1
inst✝² : Fintype n
inst✝¹ : DecidableEq n
inst✝ : Nonempty n
A : Matrix n n ℝ
hA : A.IsSymm
d : n → ℝ
hd : ∀ (i : n), 0 < d i
hq : ∀ (B : Matrix n n ℝ), Continuous fun x => x ⬝ᵥ B *ᵥ x
hs : ∀ x ∈ Metric.sphere 0 1, x ≠ 0
hne : (Metric.sphere 0 1).Nonempty
v : n → ℝ
hv : v ∈ Metric.sphere 0 1
hmin : IsMinOn ((fun x => x ⬝ᵥ A *ᵥ x) / fun x => x ⬝ᵥ diagonal d *ᵥ x) (Metric.sphere 0 1) v
ν : ℝ
hν : ν = v ⬝ᵥ A *ᵥ v / v ⬝ᵥ diagonal d *ᵥ v
x : n → ℝ
hx : ¬x = 0
hc : 0 < ‖x‖⁻¹
hy : ‖x‖⁻¹ • x ∈ Metric.sphere 0 1
h :
  ((fun x => x ⬝ᵥ A *ᵥ x) / fun x => x ⬝ᵥ diagonal d *ᵥ x) v ≤
    ((fun x => x ⬝ᵥ A *ᵥ x) / fun x => x ⬝ᵥ diagonal d *ᵥ x) (‖x‖⁻¹ • x)
⊢ ν * x ⬝ᵥ diagonal d *ᵥ x ≤ x ⬝ᵥ A *ᵥ x
```

Diagnosis. The error is a mismatch of form, not of mathematics. The minimum is obtained from a continuity proof built with `ContinuousOn.div`, and the function in `hmin` is therefore a quotient of two functions, `f / g`, where `f` and `g` are the quadratic forms of A and D. Evaluated at `v`, it appears in `h` as `(f / g) v`. The rewrite `← hν` looks for a quotient of two real numbers, `v ⬝ᵥ A *ᵥ v / v ⬝ᵥ diagonal d *ᵥ v`. The two are equal by definition, but `rw` searches for a matching expression and does not unfold the division of functions to find one, so it reports that the pattern does not occur.

The added line, `simp only [Pi.div_apply] at h`, turns `(f / g) v` into `f v / g v` and evaluates the two `fun` expressions, on both sides of the inequality. The left side is then exactly the quotient that `← hν` replaces by `ν`, and the right side is a real quotient, as `le_div_iff₀` needs to clear the denominator.

This version goes through:

```diff
@@ -46,4 +46,5 @@
       exact inv_mul_cancel₀ (norm_ne_zero_iff.mpr hx)
     have h := isMinOn_iff.mp hmin _ hy
+    simp only [Pi.div_apply] at h
     rw [← hν, le_div_iff₀ (weight_pos hd (hs _ hy))] at h
     simp only [Matrix.mulVec_smul, dotProduct_smul, smul_dotProduct, smul_eq_mul] at h
```
